# The scaled-position gradient of the Andersen constant-pressure Hamiltonian is −V^(1/3) times the physical force

The Andersen Hamiltonian here is V^(-2/3)‖q‖²/(2m) + U(V^(1/3)s) + y²/(2W) + PV, with scaled position s, scaled momentum q, volume V and piston momentum y. `hasGradientAt_s` states that, with q, V and y held fixed, its gradient in s is −V^(1/3)F(V^(1/3)s), where F = −∇U. Positions and momenta lie in a complete real inner product space, there is a single mass m, and U is differentiable everywhere; no sign is assumed for m, W, P or V. The attempt gets a derivative from the chain rule, adds the terms that do not depend on s, and then tries to match the result to the stated gradient with `convert`.

As first written in Lean, the proof fails:

```lean
import Mathlib

namespace AndersenBarostat

noncomputable section

variable {E : Type*} [NormedAddCommGroup E] [InnerProductSpace ℝ E] [CompleteSpace E]

/-- The Andersen Hamiltonian in scaled positions `s`, scaled momenta `q`, volume `V` and
piston momentum `y`. -/
def andersenH (m W P : ℝ) (U : E → ℝ) (s q : E) (V y : ℝ) : ℝ :=
  V ^ (-(2 / 3) : ℝ) * (‖q‖ ^ 2 / (2 * m)) + U (V ^ (1 / 3 : ℝ) • s) + y ^ 2 / (2 * W) + P * V

/-- The force, minus the gradient of the potential energy. -/
def force (U : E → ℝ) (x : E) : E := -gradient U x

/-- The gradient of the Hamiltonian in the scaled position is minus `V^(1/3)` times the force. -/
theorem hasGradientAt_s (m W P : ℝ) {U : E → ℝ} (hU : Differentiable ℝ U) (s q : E) (V y : ℝ) :
    HasGradientAt (fun x => andersenH m W P U x q V y)
      (-(V ^ (1 / 3 : ℝ) • force U (V ^ (1 / 3 : ℝ) • s))) s := by
  have hs : HasFDerivAt (fun x : E => V ^ (1 / 3 : ℝ) • x)
      (V ^ (1 / 3 : ℝ) • ContinuousLinearMap.id ℝ E) s :=
    (V ^ (1 / 3 : ℝ) • ContinuousLinearMap.id ℝ E).hasFDerivAt
  have h := (((hU (V ^ (1 / 3 : ℝ) • s)).hasGradientAt.hasFDerivAt.comp s hs).const_add
    (V ^ (-(2 / 3) : ℝ) * (‖q‖ ^ 2 / (2 * m)))).add_const (y ^ 2 / (2 * W) + P * V)
  rw [hasGradientAt_iff_hasFDerivAt]
  simp only [force, smul_neg, neg_neg]
  convert h using 1
  · funext x
    simp only [andersenH, Function.comp]
    ring
  · ext v
    change inner ℝ (V ^ (1 / 3 : ℝ) • gradient U (V ^ (1 / 3 : ℝ) • s)) v
      = inner ℝ (gradient U (V ^ (1 / 3 : ℝ) • s)) (V ^ (1 / 3 : ℝ) • v)
    rw [real_inner_smul_left, real_inner_smul_right]

end

end AndersenBarostat
```

The error:

```
Main.lean:29:4: error: Tactic `apply` failed: could not unify the conclusion of `@funext`
  ?f = ?g
with the goal
  Real.instRCLike.toDivisionRing.toAddCommGroup = Real.normedAddCommGroup.toAddCommGroup

Note: The full type of `@funext` is
  ∀ {α : Sort ?u.211} {β : α → Sort ?u.210} {f g : (x : α) → β x}, (∀ (x : α), f x = g x) → f = g

case e'_8
E : Type u_1
inst✝² : NormedAddCommGroup E
inst✝¹ : InnerProductSpace ℝ E
inst✝ : CompleteSpace E
m W P : ℝ
U : E → ℝ
hU : Differentiable ℝ U
s q : E
V y : ℝ
hs : HasFDerivAt (fun x => V ^ (1 / 3) • x) (V ^ (1 / 3) • ContinuousLinearMap.id ℝ E) s
h :
  HasFDerivAt
    (fun x => V ^ (-(2 / 3)) * (‖q‖ ^ 2 / (2 * m)) + (U ∘ HSMul.hSMul (V ^ (1 / 3))) x + (y ^ 2 / (2 * W) + P * V))
    ((InnerProductSpace.toDual ℝ E) (gradient U (V ^ (1 / 3) • s)) ∘SL (V ^ (1 / 3) • ContinuousLinearMap.id ℝ E)) s
⊢ Real.instRCLike.toDivisionRing.toAddCommGroup = Real.normedAddCommGroup.toAddCommGroup
Main.lean:33:72: error: Application type mismatch: The argument
  v
has type
  ℝ
of sort `Type` but is expected to have type
  E
of sort `Type u_1` in the application
  inner ℝ (V ^ (1 / 3) • gradient U (V ^ (1 / 3) • s)) v
Main.lean:34:52: error: Type mismatch
  V ^ (1 / 3) • v
has type
  ℝ
of sort `Type` but is expected to have type
  E
of sort `Type u_1`
Main.lean:20:64: error: unsolved goals
case e'_11
E : Type u_1
inst✝² : NormedAddCommGroup E
inst✝¹ : InnerProductSpace ℝ E
inst✝ : CompleteSpace E
m W P : ℝ
U : E → ℝ
hU : Differentiable ℝ U
s q : E
V y : ℝ
hs : HasFDerivAt (fun x => V ^ (1 / 3) • x) (V ^ (1 / 3) • ContinuousLinearMap.id ℝ E) s
h :
  HasFDerivAt
    (fun x => V ^ (-(2 / 3)) * (‖q‖ ^ 2 / (2 * m)) + (U ∘ HSMul.hSMul (V ^ (1 / 3))) x + (y ^ 2 / (2 * W) + P * V))
    ((InnerProductSpace.toDual ℝ E) (gradient U (V ^ (1 / 3) • s)) ∘SL (V ^ (1 / 3) • ContinuousLinearMap.id ℝ E)) s
⊢ (fun x => andersenH m W P U x q V y) = fun x =>
    V ^ (-(2 / 3)) * (‖q‖ ^ 2 / (2 * m)) + (U ∘ HSMul.hSMul (V ^ (1 / 3))) x + (y ^ 2 / (2 * W) + P * V)

case e'_12
E : Type u_1
inst✝² : NormedAddCommGroup E
inst✝¹ : InnerProductSpace ℝ E
inst✝ : CompleteSpace E
m W P : ℝ
U : E → ℝ
hU : Differentiable ℝ U
s q : E
V y : ℝ
hs : HasFDerivAt (fun x => V ^ (1 / 3) • x) (V ^ (1 / 3) • ContinuousLinearMap.id ℝ E) s
h :
  HasFDerivAt
    (fun x => V ^ (-(2 / 3)) * (‖q‖ ^ 2 / (2 * m)) + (U ∘ HSMul.hSMul (V ^ (1 / 3))) x + (y ^ 2 / (2 * W) + P * V))
    ((InnerProductSpace.toDual ℝ E) (gradient U (V ^ (1 / 3) • s)) ∘SL (V ^ (1 / 3) • ContinuousLinearMap.id ℝ E)) s
e_8✝ : Real.instRCLike.toDivisionRing.toAddCommGroup = Real.normedAddCommGroup.toAddCommGroup
he✝ : Semiring.toModule = RCLike.toInnerProductSpaceReal.toModule
⊢ (InnerProductSpace.toDual ℝ E) (V ^ (1 / 3) • gradient U (V ^ (1 / 3) • s)) =
    (InnerProductSpace.toDual ℝ E) (gradient U (V ^ (1 / 3) • s)) ∘SL (V ^ (1 / 3) • ContinuousLinearMap.id ℝ E)
```

`convert h using 1` produces more goals than the two bullets expect. The first is an equality of additive group structures on ℝ, not of functions, so `funext` cannot apply. The second bullet also meets the wrong goal, evidently the equality of module structures recorded as `he✝`: there `ext v` gives a `v` in ℝ, where the inner products need one in `E`, hence the two type mismatches. The intended goals, for the function and its derivative, are left unsolved.

The repair uses `HasFDerivAt.congr_fderiv`, which leaves only the equality of derivatives; the structures and functions are matched by unfolding definitions. With no `ring` step left to regroup the sum, the constants are now added one at a time, so that `h` has the same bracketing as `andersenH`. The new goal has the derivative from `h` on the left, so the sides of the `change` are swapped. `ContinuousLinearMap.ext` names the extensionality lemma outright; the messages do not show that `ext v` would have failed on this goal.

The change, after which it compiles:

```diff
@@ -22,16 +22,13 @@
       (V ^ (1 / 3 : ℝ) • ContinuousLinearMap.id ℝ E) s :=
     (V ^ (1 / 3 : ℝ) • ContinuousLinearMap.id ℝ E).hasFDerivAt
-  have h := (((hU (V ^ (1 / 3 : ℝ) • s)).hasGradientAt.hasFDerivAt.comp s hs).const_add
-    (V ^ (-(2 / 3) : ℝ) * (‖q‖ ^ 2 / (2 * m)))).add_const (y ^ 2 / (2 * W) + P * V)
+  have h := ((((hU (V ^ (1 / 3 : ℝ) • s)).hasGradientAt.hasFDerivAt.comp s hs).const_add
+    (V ^ (-(2 / 3) : ℝ) * (‖q‖ ^ 2 / (2 * m)))).add_const (y ^ 2 / (2 * W))).add_const (P * V)
   rw [hasGradientAt_iff_hasFDerivAt]
   simp only [force, smul_neg, neg_neg]
-  convert h using 1
-  · funext x
-    simp only [andersenH, Function.comp]
-    ring
-  · ext v
-    change inner ℝ (V ^ (1 / 3 : ℝ) • gradient U (V ^ (1 / 3 : ℝ) • s)) v
-      = inner ℝ (gradient U (V ^ (1 / 3 : ℝ) • s)) (V ^ (1 / 3 : ℝ) • v)
-    rw [real_inner_smul_left, real_inner_smul_right]
+  refine HasFDerivAt.congr_fderiv h ?_
+  refine ContinuousLinearMap.ext fun v => ?_
+  change inner ℝ (gradient U (V ^ (1 / 3 : ℝ) • s)) (V ^ (1 / 3 : ℝ) • v)
+    = inner ℝ (V ^ (1 / 3 : ℝ) • gradient U (V ^ (1 / 3 : ℝ) • s)) v
+  rw [real_inner_smul_left, real_inner_smul_right]
 
 end
```
